# The polarised UHF gap of the half-filled Hubbard dimer is $U$, below the exact gap only for $U<3t$

The two sites are labelled 0 and 1, the hopping amplitude is $-t$ and the on-site repulsion is $U$; $\varphi$ and $\chi$ are the real, normalised orbitals of the one up and the one down electron. Their polarisations are $p=\varphi_0^2-\varphi_1^2$ and $q=\chi_0^2-\chi_1^2$, and "gap" for a Fock matrix means its larger eigenvalue minus its smaller one.

In Lean 4 with Mathlib:

```lean
import Mathlib

open Matrix Filter Topology

namespace HubbardDimerUHFGap

noncomputable section

/-- Fock matrix of one spin in the Hubbard dimer: hopping `-t`, and on each site the repulsion
`U` times the density of the opposite-spin orbital `χ`. -/
def fock (U t : ℝ) (χ : Fin 2 → ℝ) : Matrix (Fin 2) (Fin 2) ℝ :=
  !![U * χ 0 ^ 2, -t; -t, U * χ 1 ^ 2]

/-- A stationary UHF solution with one electron of each spin: real normalised orbitals `φ` (up)
and `χ` (down), each an eigenvector of the Fock matrix generated by the other. -/
structure IsUHF (U t : ℝ) (φ χ : Fin 2 → ℝ) (e e' : ℝ) : Prop where
  norm_up : φ 0 ^ 2 + φ 1 ^ 2 = 1
  norm_down : χ 0 ^ 2 + χ 1 ^ 2 = 1
  up : fock U t χ *ᵥ φ = e • φ
  down : fock U t φ *ᵥ χ = e' • χ

/-- The orbital energies: the real eigenvalues of a Fock matrix. -/
def orbitalEnergies (F : Matrix (Fin 2) (Fin 2) ℝ) : Set ℝ :=
  {e | ∃ v : Fin 2 → ℝ, v ≠ 0 ∧ F *ᵥ v = e • v}

/-- The orbital gap of a symmetric two-site Fock matrix: highest minus lowest orbital energy. -/
def orbitalGap (F : Matrix (Fin 2) (Fin 2) ℝ) : ℝ :=
  sSup (orbitalEnergies F) - sInf (orbitalEnergies F)

/-- The polarisation `c = √(1 - 4t²/U²)`, for `U ≥ 2t > 0`. -/
def polarization (U t : ℝ) : ℝ := √(1 - 4 * t ^ 2 / U ^ 2)

/-- The UHF Fock matrix of the dimer with polarisation `c`, for `U ≥ 2t > 0`. -/
def uhfFock (U t : ℝ) : Matrix (Fin 2) (Fin 2) ℝ :=
  !![U * (1 - polarization U t) / 2, -t; -t, U * (1 + polarization U t) / 2]

/-- The orbital with site densities `(1 + c)/2` and `(1 - c)/2`, for `-1 ≤ c ≤ 1`. -/
def polarizedOrbital (c : ℝ) : Fin 2 → ℝ := ![√((1 + c) / 2), √((1 - c) / 2)]

/-- The closed form of the exact fundamental gap of the half-filled Hubbard dimer, for `t ≥ 0`. -/
def exactGap (U t : ℝ) : ℝ := √(U ^ 2 + 16 * t ^ 2) - 2 * t

/-- The Fock eigenvalue equation written out site by site. -/
theorem fock_eigen_iff (U t e : ℝ) (χ v : Fin 2 → ℝ) :
    fock U t χ *ᵥ v = e • v ↔
      U * χ 0 ^ 2 * v 0 - t * v 1 = e * v 0 ∧ -t * v 0 + U * χ 1 ^ 2 * v 1 = e * v 1 := by
  have k0 : (fock U t χ *ᵥ v) 0 = U * χ 0 ^ 2 * v 0 + -t * v 1 := by
    simp [fock, Matrix.mulVec, dotProduct, Fin.sum_univ_two]
  have k1 : (fock U t χ *ᵥ v) 1 = -t * v 0 + U * χ 1 ^ 2 * v 1 := by
    simp [fock, Matrix.mulVec, dotProduct, Fin.sum_univ_two]
  constructor
  · intro h
    have h0 := congrFun h 0
    have h1 := congrFun h 1
    rw [k0, Pi.smul_apply, smul_eq_mul] at h0
    rw [k1, Pi.smul_apply, smul_eq_mul] at h1
    constructor <;> linarith
  · rintro ⟨h0, h1⟩
    ext i
    revert i
    rw [Fin.forall_fin_two, k0, k1]
    simp only [Pi.smul_apply, smul_eq_mul]
    constructor <;> linarith

/-- Response relation: the polarisation `p` of a normalised Fock orbital and the polarisation `q`
of the opposite spin satisfy `U²q²(1 - p²) = 4t²p²`. -/
theorem polarization_response {U t e : ℝ} {φ χ : Fin 2 → ℝ}
    (hn : φ 0 ^ 2 + φ 1 ^ 2 = 1) (h : fock U t χ *ᵥ φ = e • φ) :
    U ^ 2 * (χ 0 ^ 2 - χ 1 ^ 2) ^ 2 * (1 - (φ 0 ^ 2 - φ 1 ^ 2) ^ 2)
      = 4 * t ^ 2 * (φ 0 ^ 2 - φ 1 ^ 2) ^ 2 := by
  obtain ⟨h0, h1⟩ := (fock_eigen_iff U t e χ φ).mp h
  -- eliminate the orbital energy
  have r : U * (χ 0 ^ 2 - χ 1 ^ 2) * (φ 0 * φ 1) = -t * (φ 0 ^ 2 - φ 1 ^ 2) := by
    linear_combination φ 1 * h0 - φ 0 * h1
  linear_combination
    4 * (U * (χ 0 ^ 2 - χ 1 ^ 2) * (φ 0 * φ 1) - t * (φ 0 ^ 2 - φ 1 ^ 2)) * r
      - U ^ 2 * (χ 0 ^ 2 - χ 1 ^ 2) ^ 2 * (φ 0 ^ 2 + φ 1 ^ 2 + 1) * hn

/-- If the normalised opposite-spin orbital has polarisation `q` with `U²(1 - q²) = 4t²` and
`t ≠ 0`, the orbital energies are exactly `0` and `U`. -/
theorem orbitalEnergies_fock {U t : ℝ} {χ : Fin 2 → ℝ} (ht : t ≠ 0)
    (hn : χ 0 ^ 2 + χ 1 ^ 2 = 1)
    (hq : U ^ 2 * (1 - (χ 0 ^ 2 - χ 1 ^ 2) ^ 2) = 4 * t ^ 2) :
    orbitalEnergies (fock U t χ) = {0, U} := by
  -- determinant zero and trace U
  have hp : (U * χ 0 ^ 2) * (U * χ 1 ^ 2) = t ^ 2 := by
    linear_combination hq / 4 + U ^ 2 / 4 * (χ 0 ^ 2 + χ 1 ^ 2 + 1) * hn
  have hs : U * χ 0 ^ 2 + U * χ 1 ^ 2 = U := by linear_combination U * hn
  ext e
  simp only [orbitalEnergies, Set.mem_ofPred_eq, fock_eigen_iff, Set.mem_insert_iff,
    Set.mem_singleton_iff]
  constructor
  · rintro ⟨v, hv, h0, h1⟩
    have x0 : e * (e - U) * v 0 = 0 := by
      linear_combination (U * χ 1 ^ 2 - e) * h0 + t * h1 - v 0 * hp + e * v 0 * hs
    have x1 : e * (e - U) * v 1 = 0 := by
      linear_combination t * h0 + (U * χ 0 ^ 2 - e) * h1 - v 1 * hp + e * v 1 * hs
    by_contra hne
    have hm : e * (e - U) ≠ 0 :=
      mul_ne_zero (fun h => hne (Or.inl h)) (fun h => hne (Or.inr (sub_eq_zero.mp h)))
    apply hv
    ext i
    revert i
    rw [Fin.forall_fin_two]
    exact ⟨(mul_eq_zero.mp x0).resolve_left hm, (mul_eq_zero.mp x1).resolve_left hm⟩
  · rintro (he | he)
    · refine ⟨![t, U * χ 0 ^ 2], fun h => ht (congrFun h 0), ?_, ?_⟩
      · show U * χ 0 ^ 2 * t - t * (U * χ 0 ^ 2) = e * t
        linear_combination -t * he
      · show -t * t + U * χ 1 ^ 2 * (U * χ 0 ^ 2) = e * (U * χ 0 ^ 2)
        linear_combination hp - (U * χ 0 ^ 2) * he
    · refine ⟨![t, -(U * χ 1 ^ 2)], fun h => ht (congrFun h 0), ?_, ?_⟩
      · show U * χ 0 ^ 2 * t - t * (-(U * χ 1 ^ 2)) = e * t
        linear_combination t * hs - t * he
      · show -t * t + U * χ 1 ^ 2 * (-(U * χ 1 ^ 2)) = e * (-(U * χ 1 ^ 2))
        linear_combination hp - (U * χ 1 ^ 2) * hs + (U * χ 1 ^ 2) * he

/-- For `U, t > 0`, every stationary UHF solution whose up-spin orbital is unevenly spread over the
two sites has an up-spin Fock matrix with orbital gap exactly `U`. -/
theorem gap_of_broken_symmetry {U t e e' : ℝ} {φ χ : Fin 2 → ℝ} (hU : 0 < U) (ht : 0 < t)
    (h : IsUHF U t φ χ e e') (hpol : φ 0 ^ 2 ≠ φ 1 ^ 2) :
    orbitalGap (fock U t χ) = U := by
  have s1 := polarization_response h.norm_up h.up
  have s2 := polarization_response h.norm_down h.down
  -- the two spins carry polarisations of equal size
  have hz : (U ^ 2 + 4 * t ^ 2) * ((χ 0 ^ 2 - χ 1 ^ 2) ^ 2 - (φ 0 ^ 2 - φ 1 ^ 2) ^ 2) = 0 := by
    linear_combination s1 - s2
  have hqp := (mul_eq_zero.mp hz).resolve_left (by positivity)
  have hp2 : (φ 0 ^ 2 - φ 1 ^ 2) ^ 2 ≠ 0 := pow_ne_zero 2 (sub_ne_zero.mpr hpol)
  have hq : U ^ 2 * (1 - (χ 0 ^ 2 - χ 1 ^ 2) ^ 2) = 4 * t ^ 2 :=
    mul_left_cancel₀ hp2 (by linear_combination s2 + 4 * t ^ 2 * hqp)
  rw [orbitalGap, orbitalEnergies_fock ht.ne' h.norm_down hq, csSup_pair, csInf_pair,
    sup_eq_right.mpr hU.le, inf_eq_left.mpr hU.le, sub_zero]

/-- For `U ≥ 2t > 0` the polarisation lies between `0` and `1` and obeys `U²(1 - c²) = 4t²`. -/
theorem polarization_spec {U t : ℝ} (ht : 0 < t) (hU : 2 * t ≤ U) :
    0 ≤ polarization U t ∧ polarization U t ≤ 1 ∧
      U ^ 2 * (1 - polarization U t ^ 2) = 4 * t ^ 2 := by
  have hU0 : 0 < U := by linarith
  have h1 : 4 * t ^ 2 / U ^ 2 ≤ 1 := by
    rw [div_le_one (by positivity)]
    nlinarith
  have h2 : 0 ≤ 4 * t ^ 2 / U ^ 2 := by positivity
  have hsq : polarization U t ^ 2 = 1 - 4 * t ^ 2 / U ^ 2 := Real.sq_sqrt (by linarith)
  have h3 : U ^ 2 * (4 * t ^ 2 / U ^ 2) = 4 * t ^ 2 := by field_simp
  refine ⟨Real.sqrt_nonneg _, by nlinarith, ?_⟩
  rw [hsq]
  linear_combination h3

theorem polarizedOrbital_sq {c : ℝ} (h : -1 ≤ c) (h' : c ≤ 1) :
    polarizedOrbital c 0 ^ 2 = (1 + c) / 2 ∧ polarizedOrbital c 1 ^ 2 = (1 - c) / 2 :=
  ⟨Real.sq_sqrt (by linarith), Real.sq_sqrt (by linarith)⟩

/-- For `U ≥ 2t > 0` the matrix `uhfFock` is the Fock matrix generated by the opposite-spin
orbital of polarisation `-c`. -/
theorem fock_polarizedOrbital {U t : ℝ} (ht : 0 < t) (hU : 2 * t ≤ U) :
    fock U t (polarizedOrbital (-polarization U t)) = uhfFock U t := by
  obtain ⟨c0, c1, -⟩ := polarization_spec ht hU
  obtain ⟨h0, h1⟩ := polarizedOrbital_sq (c := -polarization U t) (by linarith) (by linarith)
  have e0 : U * ((1 + -polarization U t) / 2) = U * (1 - polarization U t) / 2 := by ring
  have e1 : U * ((1 - -polarization U t) / 2) = U * (1 + polarization U t) / 2 := by ring
  rw [fock, uhfFock, h0, h1, e0, e1]

/-- For `U > 2t > 0` the orbitals of polarisation `c` and `-c` form a stationary UHF solution,
both with orbital energy `0`, and the up-spin orbital is unevenly spread over the sites. -/
theorem isUHF_witness {U t : ℝ} (ht : 0 < t) (hU : 2 * t < U) :
    IsUHF U t (polarizedOrbital (polarization U t)) (polarizedOrbital (-polarization U t)) 0 0 ∧
      polarizedOrbital (polarization U t) 0 ^ 2 ≠ polarizedOrbital (polarization U t) 1 ^ 2 := by
  obtain ⟨c0, c1, hc⟩ := polarization_spec ht hU.le
  generalize polarization U t = c at *
  obtain ⟨hx, hy⟩ := polarizedOrbital_sq (c := c) (by linarith) c1
  -- the down-spin orbital is the mirror image of the up-spin orbital
  have m0 : polarizedOrbital (-c) 0 = polarizedOrbital c 1 := by
    show √((1 + -c) / 2) = √((1 - c) / 2)
    rw [← sub_eq_add_neg]
  have m1 : polarizedOrbital (-c) 1 = polarizedOrbital c 0 := by
    show √((1 - -c) / 2) = √((1 + c) / 2)
    rw [sub_neg_eq_add]
  have x0 : 0 ≤ polarizedOrbital c 0 := Real.sqrt_nonneg _
  have y0 : 0 ≤ polarizedOrbital c 1 := Real.sqrt_nonneg _
  have hU0 : 0 ≤ U := by linarith
  have hxy : U * (polarizedOrbital c 0 * polarizedOrbital c 1) = t := by
    refine (sq_eq_sq₀ (mul_nonneg hU0 (mul_nonneg x0 y0)) ht.le).mp ?_
    linear_combination U ^ 2 * polarizedOrbital c 1 ^ 2 * hx + U ^ 2 * ((1 + c) / 2) * hy + hc / 4
  refine ⟨⟨by linarith, by rw [m0, m1]; linarith, ?_, ?_⟩, ?_⟩
  · rw [fock_eigen_iff, m0, m1]
    exact ⟨by linear_combination polarizedOrbital c 1 * hxy,
      by linear_combination polarizedOrbital c 0 * hxy⟩
  · rw [fock_eigen_iff, m0, m1]
    exact ⟨by linear_combination polarizedOrbital c 0 * hxy,
      by linear_combination polarizedOrbital c 1 * hxy⟩
  · intro h
    have hc0 : c = 0 := by linarith
    rw [hc0] at hc
    nlinarith

/-- For `U ≥ 2t > 0` the UHF Fock matrix of the dimer has orbital gap `U`. -/
theorem orbitalGap_uhfFock {U t : ℝ} (ht : 0 < t) (hU : 2 * t ≤ U) :
    orbitalGap (uhfFock U t) = U := by
  obtain ⟨c0, c1, hc⟩ := polarization_spec ht hU
  obtain ⟨h0, h1⟩ := polarizedOrbital_sq (c := -polarization U t) (by linarith) (by linarith)
  have hU0 : 0 ≤ U := by linarith
  rw [← fock_polarizedOrbital ht hU, orbitalGap,
    orbitalEnergies_fock ht.ne' (by rw [h0, h1]; ring) (by rw [h0, h1]; linear_combination hc),
    csSup_pair, csInf_pair, sup_eq_right.mpr hU0, inf_eq_left.mpr hU0, sub_zero]

/-- For `U ≥ 2t > 0` the UHF gap lies below the exact gap exactly when `U < 3t`, and the two
agree exactly when `U = 3t`. -/
theorem uhf_gap_versus_exact {U t : ℝ} (ht : 0 < t) (hU : 2 * t ≤ U) :
    (orbitalGap (uhfFock U t) < exactGap U t ↔ U < 3 * t) ∧
      (orbitalGap (uhfFock U t) = exactGap U t ↔ U = 3 * t) := by
  have hU0 : 0 < U := by linarith
  rw [orbitalGap_uhfFock ht hU, exactGap]
  constructor
  · rw [lt_sub_iff_add_lt, Real.lt_sqrt (by positivity)]
    constructor <;> intro h <;> nlinarith
  · constructor
    · intro h
      have hs : √(U ^ 2 + 16 * t ^ 2) ^ 2 = U ^ 2 + 16 * t ^ 2 := Real.sq_sqrt (by positivity)
      refine mul_left_cancel₀ ht.ne' ?_
      linear_combination (U + 2 * t + √(U ^ 2 + 16 * t ^ 2)) / 4 * h + hs / 4
    · intro h
      have h5 : √(U ^ 2 + 16 * t ^ 2) = 5 * t := by
        rw [h, show (3 * t) ^ 2 + 16 * t ^ 2 = (5 * t) ^ 2 by ring, Real.sqrt_sq (by positivity)]
      rw [h5]
      linarith

/-- At fixed `t > 0` the exact gap minus the UHF gap tends to `-2t` as `U` grows. -/
theorem tendsto_exact_sub_uhf {t : ℝ} (ht : 0 < t) :
    Tendsto (fun U : ℝ => exactGap U t - orbitalGap (uhfFock U t)) atTop (𝓝 (-(2 * t))) := by
  have hup : Tendsto (fun U : ℝ => 8 * t ^ 2 / U - 2 * t) atTop (𝓝 (-(2 * t))) := by
    have h := (Filter.Tendsto.div_atTop (tendsto_const_nhds (x := 8 * t ^ 2))
      (tendsto_id (α := ℝ) (x := atTop))).sub_const (2 * t)
    rw [zero_sub] at h
    exact h
  -- squeeze between -2t and 8t²/U - 2t
  refine tendsto_of_tendsto_of_tendsto_of_le_of_le' tendsto_const_nhds hup ?_ ?_
  · filter_upwards [eventually_ge_atTop (2 * t)] with U hU
    have hU0 : 0 < U := by linarith
    have hs : U ≤ √(U ^ 2 + 16 * t ^ 2) := (Real.le_sqrt' hU0).mpr (by nlinarith [sq_nonneg t])
    rw [orbitalGap_uhfFock ht hU, exactGap]
    linarith
  · filter_upwards [eventually_ge_atTop (2 * t)] with U hU
    have hU0 : 0 < U := by linarith
    have hm : U * (8 * t ^ 2 / U) = 8 * t ^ 2 := by field_simp
    have hs : √(U ^ 2 + 16 * t ^ 2) ≤ U + 8 * t ^ 2 / U :=
      Real.sqrt_le_iff.mpr ⟨by positivity, by nlinarith [sq_nonneg (8 * t ^ 2 / U)]⟩
    rw [orbitalGap_uhfFock ht hU, exactGap]
    linarith

end

end HubbardDimerUHFGap
```

```lean
#print axioms HubbardDimerUHFGap.gap_of_broken_symmetry
#print axioms HubbardDimerUHFGap.uhf_gap_versus_exact
#print axioms HubbardDimerUHFGap.tendsto_exact_sub_uhf
```

```
'HubbardDimerUHFGap.gap_of_broken_symmetry' depends on axioms: [propext, Classical.choice, Quot.sound]
'HubbardDimerUHFGap.uhf_gap_versus_exact' depends on axioms: [propext, Classical.choice, Quot.sound]
'HubbardDimerUHFGap.tendsto_exact_sub_uhf' depends on axioms: [propext, Classical.choice, Quot.sound]
```

## The statements in words

`fock U t χ` is the mean-field Hamiltonian of an up electron, which feels $U\chi_i^2$ on site $i$. `IsUHF` says that each orbital is an eigenvector of the Fock matrix generated by the other. This is stationarity only: neither minimal energy nor occupation of the lower level is required.

`gap_of_broken_symmetry` says that, for $U,t>0$, any such solution with $p\neq0$ has an up-spin Fock matrix with gap $U$. The unpolarised solution $\varphi=\chi=(1,1)/\sqrt2$ has gap $2t$ instead.

For $U\ge 2t>0$, set $c=\sqrt{1-4t^2/U^2}$. The explicit matrix `uhfFock U t` has gap $U$ by `orbitalGap_uhfFock`. The last two theorems compare this with `exactGap`, $\sqrt{U^2+16t^2}-2t$: it is larger exactly when $U<3t$, equal exactly when $U=3t$, and its difference from the UHF gap tends to $-2t$ as $U\to\infty$ at fixed $t$.

The exact gap stands for $E(3)+E(1)-2E(2)$, where $E(N)$ is the exact ground-state energy of the dimer with $N$ electrons. This is the ionisation energy minus the electron affinity of the two-electron dimer. Its closed form is taken as a definition and is not derived from the many-body Hamiltonian. Complex orbitals and orbitals that mix spins are left out. Because the comparison changes sign at $U=3t$, the orbital gap of the polarised UHF solution is neither an upper nor a lower bound on the fundamental gap over the whole range $U>2t$ of this two-site model.

## From stationarity to the levels $0$ and $U$

`fock_eigen_iff` writes the eigenvector equation site by site:

$$U\chi_0^2\varphi_0-t\varphi_1=e\varphi_0,\qquad -t\varphi_0+U\chi_1^2\varphi_1=e\varphi_1.$$

Multiply the first by $\varphi_1$, the second by $\varphi_0$, and subtract. The energy $e$ disappears, leaving $Uq\,\varphi_0\varphi_1=-tp$. Normalisation gives $4\varphi_0^2\varphi_1^2=1-p^2$, so squaring yields

$$U^2q^2(1-p^2)=4t^2p^2.$$

This is `polarization_response`, where the two `linear_combination` calls perform the elimination and the squaring. Exchanging the spins gives $U^2p^2(1-q^2)=4t^2q^2$. Subtracting the two relations gives $(U^2+4t^2)(q^2-p^2)=0$, hence $q^2=p^2$. Since $p\neq0$, dividing the second relation by $p^2$ leaves $U^2(1-q^2)=4t^2$.

The Fock matrix then has trace $U(\chi_0^2+\chi_1^2)=U$ and determinant

$$U^2\chi_0^2\chi_1^2-t^2=\tfrac14U^2(1-q^2)-t^2=0.$$

Its characteristic equation is $e(e-U)=0$. In `orbitalEnergies_fock`, this appears as $e(e-U)v_i=0$ for each component of an eigenvector $v$; the vectors $(t,U\chi_0^2)$ and $(t,-U\chi_1^2)$ show that both levels occur.

## The explicit solution

`polarization_spec` supplies $0\le c\le1$ and $U^2(1-c^2)=4t^2$. Take $\varphi$ with site densities $(1\pm c)/2$, as computed by `polarizedOrbital_sq`, and let $\chi$ be its mirror image. `fock_polarizedOrbital` identifies the resulting up-spin matrix with `uhfFock`, so the trace and determinant argument gives its gap.

With non-negative components, $U\varphi_0\varphi_1=\tfrac12U\sqrt{1-c^2}=t$. Hence $U\varphi_1^2\varphi_0-t\varphi_1=0$, and likewise on the other site, so both electrons sit at energy 0. For $U>2t$ we have $c>0$, and `isUHF_witness` confirms a polarised stationary solution.

At the threshold $U=2t$ the polarisation vanishes and the matrix is $\begin{pmatrix}t&-t\\-t&t\end{pmatrix}$, with levels $0$ and $2t$. The gap is still $U$, while the exact one is $(2\sqrt5-2)t\approx2.47t$.

## Comparison with the exact gap

Both sides of $U+2t<\sqrt{U^2+16t^2}$ are positive, so squaring gives $4Ut+4t^2<16t^2$, that is, $U<3t$. Equality works the same way; at $U=3t$ the root is $5t$.

For the limit, squaring also shows

$$U\le\sqrt{U^2+16t^2}\le U+\frac{8t^2}{U}.$$

The exact gap minus $U$ therefore lies between $-2t$ and $-2t+8t^2/U$, and `tendsto_exact_sub_uhf` concludes by the squeeze theorem.
